# Two Electrons in One Orbital on a Finite Grid: TDHF and Exact-Exchange TDDFT Have the Same Trajectories and Singlet Response

## Response operators defined by a derivative

The singlet response operators $A$ and $B$ are defined here by a derivative, and not by the formulas in which time-dependent Hartree-Fock (TDHF) and exact-exchange time-dependent density functional theory (TDEXX) usually write them. The two theories can then be compared without presupposing either formula.

The derivative must be a real one. The mean field contains the orbital $\varphi$ and its complex conjugate, so a small change $\delta$ of the orbital enters to first order both as $\delta$ and as $\delta^*$. We therefore move along $\varphi+x\delta$ with real $x$, and call $A$ and $B$ the response operators of a map $G$ if

$$\left.\frac{d}{dx}G(\varphi+x\delta)\right|_{x=0}=A\delta+B\delta^*\qquad\text{for every complex }\delta .$$

## Two electrons and their mean fields

Both electrons occupy the spatial orbital $\varphi$, with amplitudes $\varphi_r$ on finitely many grid points $r$. The matrix $h$ is the one-body operator and the real numbers $w_{rs}$ are the interaction. In units with $\hbar=1$, define

$$J_{rr}=\sum_q w_{rq}|\varphi_q|^2,\qquad J_{rs}=0\ \text{ for } r\ne s,\qquad K_{rs}=\varphi_r w_{rs}\varphi_s^* .$$

For normalised $\varphi$, $J$ is the potential of one electron, and the full Hartree potential is $2J$.

The Hartree-Fock operator is $h+2J-K$. For two electrons in one orbital the exact exchange potential is minus half the Hartree potential, that is $-J$, which leaves the Kohn-Sham operator $h+J$: each electron feels only the other one. This form is taken as the definition of TDEXX and is not derived from an optimised-potential equation.

Write $F(\varphi)$ for either operator. The equation of motion is $i\varphi'=F(\varphi)\varphi$. For static $h$ and a stationary orbital of energy $\varepsilon$, inserting $e^{-i\varepsilon t}(\varphi+\delta(t))$ gives $i\delta'=(F(\varphi+\delta)-\varepsilon)(\varphi+\delta)$, because $F$ does not depend on the overall phase. The map to linearise is therefore the residual $G(\psi)=(F(\psi)-\varepsilon)\psi$. Both electrons share the change $\delta$, which is the singlet case.

## One orbital equation, two operators

On the occupied orbital, exchange acts as the Hartree term:

$$(K\varphi)_r=\sum_s\varphi_r w_{rs}\varphi_s^*\varphi_s=\Big(\sum_s w_{rs}|\varphi_s|^2\Big)\varphi_r=(J\varphi)_r .$$

Hence

$$(h+2J-K)\varphi=h\varphi+2J\varphi-J\varphi=(h+J)\varphi .$$

This holds for every $\varphi$ and at every time, so the two equations of motion have the same solutions, also when $h$ depends on time.

The matrices themselves can differ. For $r\ne s$ the diagonal $J$ drops out, and

$$(h+2J-K)_{rs}-(h+J)_{rs}=-\varphi_r w_{rs}\varphi_s^* ,$$

which is nonzero whenever $w_{rs}$, $\varphi_r$ and $\varphi_s$ are nonzero.

## The same response from different kernels

The TDEXX residual has the components

$$G_r(\psi)=\sum_s h_{rs}\psi_s+\Big(\sum_s w_{rs}|\psi_s|^2\Big)\psi_r-\varepsilon\psi_r .$$

Setting $\psi=\varphi+x\delta$ and differentiating at $x=0$ gives

$$(h\delta)_r+(J\delta)_r-\varepsilon\delta_r+\varphi_r\sum_s w_{rs}(\varphi_s^*\delta_s+\varphi_s\delta_s^*) .$$

The last term is $(K\delta)_r+(P\delta^*)_r$ with $P_{rs}=\varphi_r w_{rs}\varphi_s$. So

$$A=(h+J-\varepsilon)+K,\qquad B=P .$$

In Hartree-Fock, the change of $2J$ acting on $\varphi$ gives $2K\delta+2P\delta^*$. The change of $K$ acting on $\varphi$ gives

$$\delta_r\sum_s w_{rs}|\varphi_s|^2+\varphi_r\sum_s w_{rs}\delta_s^*\varphi_s=(J\delta+P\delta^*)_r .$$

Subtracting it, we find $B=P$ again and

$$A=(h+2J-K-\varepsilon)+(2K-J)=(h+J-\varepsilon)+K .$$

The different orbital operator and the different kernel compensate.

These operators are unique. Suppose two pairs represent the same derivative, and let $D$ and $E$ be the differences of their $A$ and $B$ matrices. A unit change at grid point $s$ gives $D_{rs}+E_{rs}=0$, and $i$ times that change gives $i(D_{rs}-E_{rs})=0$. Both differences vanish. If $\varphi$ is real, then $P=K$, and so $B=K$.

## One grid point, then two

On a single grid point with $|\varphi|=1$, both $J$ and $K$ equal $w$, so even the two one-particle operators agree. The response is $A=h+2w-\varepsilon$ and $B=w\varphi^2$.

Two points suffice for a difference. Take $\varphi=(1,1)/\sqrt2$, equal diagonal interactions and a symmetric coupling $w_{12}=w_{21}=u$. Then

$$J-K=\frac u2\begin{pmatrix}1&-1\\-1&1\end{pmatrix}.$$

This matrix annihilates $\varphi$ and multiplies the antisymmetric orbital $(1,-1)/\sqrt2$ by $u$. If $h$ is symmetric under exchange of the points, the Hartree-Fock virtual level thus lies $u$ above the exact-exchange one, and the kernels differ by $-u$ on that orbital.

## What the Lean statements say

The type `n` is the finite set of grid points, and an orbital is a function `n → ℂ`. The definitions `hartree`, `exchange` and `pairing` are $J$, $K$ and $P$; `hfOp` and `exxOp` are the two one-particle operators. The symbol `*ᵥ` applies a matrix to a vector, and `star` is complex conjugation.

- `Solves F φ` says that $\varphi$ has derivative $-iF(t,\varphi)\varphi$ at every real time. `tdhf_iff_tdexx` states that a trajectory solves one equation exactly when it solves the other; it does not assert that a solution exists.
- `IsLinearResponse` is the derivative condition above, and `residual` is the map $G$. `singlet_response_coincide` says that any response operators of the two residuals are equal, for real or complex orbitals.
- `real_orbital_response` takes reality as `star φ = φ` and identifies the Hartree-Fock operators as $A=(h+J-\varepsilon)+K$ and $B=K$, and no others.
- `hfOp_ne_exxOp` gives a sufficient condition for the one-particle matrices to differ.

Neither symmetry of $w$ nor hermiticity of $h$ is assumed, although a physical model has both. The orbital need not be normalised or stationary, and $\varepsilon$ is any real number. The operators act on all grid vectors, without projection onto virtual orbitals. Triplet response, more than one occupied spatial orbital, correlation and continuous space are not covered.

For a closed-shell two-electron model on a finite grid, a TDHF code and a TDEXX code that start from the same stationary orbital and keep all virtual orbitals should therefore give the same singlet excitation energies, even where their virtual orbital energies disagree.

## The complete file

```lean
import Mathlib

open Matrix

namespace TwoElectronTDHF

noncomputable section

variable {n : Type*} [Fintype n] [DecidableEq n]

/-- The Hartree matrix `J` of one orbital: diagonal, with entries `∑ s, w r s |φ s|²`. -/
def hartree (w : Matrix n n ℝ) (φ : n → ℂ) : Matrix n n ℂ :=
  Matrix.diagonal fun r => ∑ s, (w r s : ℂ) * (star (φ s) * φ s)

/-- The exchange matrix `K` of one orbital, with entries `φ r * w r s * conj (φ s)`. -/
def exchange (w : Matrix n n ℝ) (φ : n → ℂ) : Matrix n n ℂ :=
  Matrix.of fun r s => φ r * (w r s : ℂ) * star (φ s)

/-- The matrix with entries `φ r * w r s * φ s`, without complex conjugation. -/
def pairing (w : Matrix n n ℝ) (φ : n → ℂ) : Matrix n n ℂ :=
  Matrix.of fun r s => φ r * (w r s : ℂ) * φ s

/-- The two-electron Fock operator `h + 2J - K`. -/
def hfOp (h : Matrix n n ℂ) (w : Matrix n n ℝ) (φ : n → ℂ) : Matrix n n ℂ :=
  h + (2 : ℂ) • hartree w φ - exchange w φ

/-- The two-electron exact-exchange Kohn-Sham operator `h + J`. -/
def exxOp (h : Matrix n n ℂ) (w : Matrix n n ℝ) (φ : n → ℂ) : Matrix n n ℂ :=
  h + hartree w φ

/-- The orbital trajectory `φ` solves `i φ' = F(t, φ) φ` at all times. -/
def Solves (F : ℝ → (n → ℂ) → Matrix n n ℂ) (φ : ℝ → n → ℂ) : Prop :=
  ∀ t, HasDerivAt φ (-Complex.I • (F t (φ t) *ᵥ φ t)) t

/-- The residual `(F(ψ) - ε) ψ` of the self-consistent orbital equation. -/
def residual (F : (n → ℂ) → Matrix n n ℂ) (ε : ℝ) (ψ : n → ℂ) : n → ℂ :=
  (F ψ - (ε : ℂ) • (1 : Matrix n n ℂ)) *ᵥ ψ

/-- `A` and `B` are the linear response operators of `G` at `φ`: a small change `δ` of the
orbital changes `G` to first order by `A δ + B conj(δ)`. -/
def IsLinearResponse (G : (n → ℂ) → n → ℂ) (φ : n → ℂ) (A B : Matrix n n ℂ) : Prop :=
  ∀ δ : n → ℂ, HasDerivAt (fun x : ℝ => G (φ + x • δ)) (A *ᵥ δ + B *ᵥ star δ) 0

/-- Acting on the occupied orbital itself, exchange equals the Hartree matrix of that one orbital:
`K φ = J φ`. -/
theorem exchange_mulVec_self (w : Matrix n n ℝ) (φ : n → ℂ) :
    exchange w φ *ᵥ φ = hartree w φ *ᵥ φ := by
  funext r
  simp only [hartree, Matrix.mulVec_diagonal]
  simp only [exchange, Matrix.mulVec, dotProduct, Matrix.of_apply]
  rw [Finset.sum_mul]
  exact Finset.sum_congr rfl fun s _ => by ring

/-- The Fock and exact-exchange operators act identically on the occupied orbital. -/
theorem hfOp_mulVec_self (h : Matrix n n ℂ) (w : Matrix n n ℝ) (φ : n → ℂ) :
    hfOp h w φ *ᵥ φ = exxOp h w φ *ᵥ φ := by
  simp only [hfOp, exxOp, Matrix.sub_mulVec, Matrix.add_mulVec, Matrix.smul_mulVec,
    exchange_mulVec_self]
  module

/-- TDHF and TDEXX for two electrons in one spatial orbital have the same solutions, for any
time-dependent one-body operator `h t`. -/
theorem tdhf_iff_tdexx (h : ℝ → Matrix n n ℂ) (w : Matrix n n ℝ) (φ : ℝ → n → ℂ) :
    Solves (fun t => hfOp (h t) w) φ ↔ Solves (fun t => exxOp (h t) w) φ := by
  simp only [Solves, hfOp_mulVec_self]

/-- The linear response operators of exact exchange are `A = (h + J - ε) + K` and
`B r s = φ r * w r s * φ s`. -/
theorem exx_linearResponse (h : Matrix n n ℂ) (w : Matrix n n ℝ) (ε : ℝ) (φ : n → ℂ) :
    IsLinearResponse (residual (exxOp h w) ε) φ
      (exxOp h w φ - (ε : ℂ) • (1 : Matrix n n ℂ) + exchange w φ) (pairing w φ) := by
  intro δ
  rw [hasDerivAt_pi]
  intro r
  have comp : ∀ ψ : n → ℂ, residual (exxOp h w) ε ψ r = (h *ᵥ ψ) r
      + (∑ s, (w r s : ℂ) * (star (ψ s) * ψ s)) * ψ r - (ε : ℂ) * ψ r := by
    intro ψ
    simp only [residual, exxOp, hartree, Matrix.sub_mulVec, Matrix.add_mulVec,
      Matrix.smul_mulVec, Matrix.one_mulVec, Matrix.mulVec_diagonal, Pi.add_apply,
      Pi.sub_apply, Pi.smul_apply, smul_eq_mul]
  have hd : ∀ s, HasDerivAt (fun x : ℝ => (φ + x • δ) s) (δ s) 0 := fun s =>
    (((hasDerivAt_id (0 : ℝ)).smul_const (δ s)).const_add (φ s)).congr_deriv
      (one_smul ℝ (δ s))
  have hh : HasDerivAt (fun x : ℝ => (h *ᵥ (φ + x • δ)) r) ((h *ᵥ δ) r) 0 := by
    simp only [Matrix.mulVec, dotProduct]
    exact HasDerivAt.fun_sum fun s _ => (hd s).const_mul (h r s)
  -- the Hartree potential responds through both the orbital and its conjugate
  have hJ := HasDerivAt.fun_sum (u := Finset.univ)
    (fun (s : n) _ => ((hd s).star.fun_mul (hd s)).const_mul (w r s : ℂ))
  have total := (hh.fun_add (hJ.fun_mul (hd r))).fun_sub ((hd r).const_mul (ε : ℂ))
  have hK : (exchange w φ *ᵥ δ) r + (pairing w φ *ᵥ star δ) r
      = (∑ s, (w r s : ℂ) * (star (δ s) * φ s + star (φ s) * δ s)) * φ r := by
    simp only [Matrix.mulVec, dotProduct, exchange, pairing, Matrix.of_apply, Pi.star_apply]
    rw [← Finset.sum_add_distrib, Finset.sum_mul]
    exact Finset.sum_congr rfl fun s _ => by ring
  convert total using 1
  · funext x
    exact comp _
  · simp only [exxOp, hartree, Matrix.sub_mulVec, Matrix.add_mulVec, Matrix.smul_mulVec,
      Matrix.one_mulVec, Matrix.mulVec_diagonal, Pi.add_apply, Pi.sub_apply, Pi.smul_apply,
      smul_eq_mul, zero_smul, Pi.zero_apply, add_zero]
    linear_combination hK

/-- The linear response operators of Hartree-Fock are `A = (h + 2J - K - ε) + (2K - J)` and
`B r s = φ r * w r s * φ s`. -/
theorem hf_linearResponse (h : Matrix n n ℂ) (w : Matrix n n ℝ) (ε : ℝ) (φ : n → ℂ) :
    IsLinearResponse (residual (hfOp h w) ε) φ
      (hfOp h w φ - (ε : ℂ) • (1 : Matrix n n ℂ) + ((2 : ℂ) • exchange w φ - hartree w φ))
      (pairing w φ) := by
  have hG : residual (hfOp h w) ε = residual (exxOp h w) ε := by
    funext ψ
    simp only [residual, Matrix.sub_mulVec, hfOp_mulVec_self]
  -- the changed orbital operator and the changed kernel compensate
  have hA : hfOp h w φ - (ε : ℂ) • (1 : Matrix n n ℂ)
      + ((2 : ℂ) • exchange w φ - hartree w φ)
      = exxOp h w φ - (ε : ℂ) • (1 : Matrix n n ℂ) + exchange w φ := by
    simp only [hfOp, exxOp]
    module
  rw [hG, hA]
  exact exx_linearResponse h w ε φ

/-- The linear response operators `A` and `B` of a map at a given orbital are unique. -/
theorem linearResponse_unique {G : (n → ℂ) → n → ℂ} {φ : n → ℂ} {A B A' B' : Matrix n n ℂ}
    (H : IsLinearResponse G φ A B) (H' : IsLinearResponse G φ A' B') : A = A' ∧ B = B' := by
  have key : ∀ r s, A r s = A' r s ∧ B r s = B' r s := by
    intro r s
    have hm : ∀ (M : Matrix n n ℂ) (c : ℂ), (M *ᵥ Pi.single s c) r = M r s * c := by
      intro M c
      simp [Matrix.mulVec, dotProduct, Pi.single_apply]
    have hs : ∀ c : ℂ, star (Pi.single s c : n → ℂ) = Pi.single s (star c) := by
      intro c
      funext j
      by_cases hj : j = s
      · subst hj
        simp
      · simp [hj]
    -- test with a real and an imaginary change at one grid point
    have e1 := congrFun ((H (Pi.single s 1)).unique (H' (Pi.single s 1))) r
    have e2 := congrFun ((H (Pi.single s Complex.I)).unique (H' (Pi.single s Complex.I))) r
    simp only [Pi.add_apply, hs, hm, star_one, mul_one] at e1
    simp only [Pi.add_apply, hs, hm, Complex.star_def, Complex.conj_I] at e2
    constructor
    · linear_combination (1 / 2) * e1 - (Complex.I / 2) * e2
        + ((A r s - A' r s - (B r s - B' r s)) / 2) * Complex.I_sq
    · linear_combination (1 / 2) * e1 + (Complex.I / 2) * e2
        - ((A r s - A' r s - (B r s - B' r s)) / 2) * Complex.I_sq
  exact ⟨Matrix.ext fun r s => (key r s).1, Matrix.ext fun r s => (key r s).2⟩

/-- The singlet `A` and `B` operators of TDHF and TDEXX coincide for two electrons in one
spatial orbital, real or complex. -/
theorem singlet_response_coincide {h : Matrix n n ℂ} {w : Matrix n n ℝ} {ε : ℝ} {φ : n → ℂ}
    {A B A' B' : Matrix n n ℂ} (H : IsLinearResponse (residual (hfOp h w) ε) φ A B)
    (H' : IsLinearResponse (residual (exxOp h w) ε) φ A' B') : A = A' ∧ B = B' := by
  have hG : residual (hfOp h w) ε = residual (exxOp h w) ε := by
    funext ψ
    simp only [residual, Matrix.sub_mulVec, hfOp_mulVec_self]
  rw [hG] at H
  exact linearResponse_unique H H'

/-- For a real orbital the singlet operators of TDHF are exactly `A = (h + J - ε) + K` and
`B = K`. -/
theorem real_orbital_response (h : Matrix n n ℂ) (w : Matrix n n ℝ) (ε : ℝ) (φ : n → ℂ)
    (hφ : star φ = φ) (A B : Matrix n n ℂ) :
    IsLinearResponse (residual (hfOp h w) ε) φ A B ↔
      A = exxOp h w φ - (ε : ℂ) • (1 : Matrix n n ℂ) + exchange w φ ∧ B = exchange w φ := by
  have hP : pairing w φ = exchange w φ := by
    ext r s
    have hs : star (φ s) = φ s := congrFun hφ s
    simp only [pairing, exchange, Matrix.of_apply, hs]
  have hX := exx_linearResponse h w ε φ
  have hF := hf_linearResponse h w ε φ
  have hA := (singlet_response_coincide hF hX).1
  rw [hA, hP] at hF
  constructor
  · intro H
    exact linearResponse_unique H hF
  · rintro ⟨rfl, rfl⟩
    exact hF

/-- The Fock and exact-exchange operators are different matrices whenever the interaction
couples two distinct grid points at which the orbital does not vanish. -/
theorem hfOp_ne_exxOp (h : Matrix n n ℂ) (w : Matrix n n ℝ) (φ : n → ℂ) {r s : n}
    (hrs : r ≠ s) (hw : w r s ≠ 0) (hr : φ r ≠ 0) (hs : φ s ≠ 0) :
    hfOp h w φ ≠ exxOp h w φ := by
  intro heq
  -- the off-diagonal entry contains exchange only in the Fock operator
  have e := congrFun (congrFun heq r) s
  simp [hfOp, exxOp, hartree, exchange, hrs, hw, hr, hs] at e

end

end TwoElectronTDHF
```

```lean
#print axioms TwoElectronTDHF.tdhf_iff_tdexx
#print axioms TwoElectronTDHF.singlet_response_coincide
#print axioms TwoElectronTDHF.real_orbital_response
#print axioms TwoElectronTDHF.hfOp_ne_exxOp
```

```
'TwoElectronTDHF.tdhf_iff_tdexx' depends on axioms: [propext, Classical.choice, Quot.sound]
'TwoElectronTDHF.singlet_response_coincide' depends on axioms: [propext, Classical.choice, Quot.sound]
'TwoElectronTDHF.real_orbital_response' depends on axioms: [propext, Classical.choice, Quot.sound]
'TwoElectronTDHF.hfOp_ne_exxOp' depends on axioms: [propext, Classical.choice, Quot.sound]
```

## From the orbital identity to the trajectories

`exchange_mulVec_self` proves $K\varphi=J\varphi$ one component at a time: `Finset.sum_mul` moves the outer factor $\varphi_r$ into the Hartree sum, and `ring` matches the summands. `hfOp_mulVec_self` distributes the operators over the orbital, inserts this identity, and leaves $2J\varphi-J\varphi=J\varphi$ to `module`. Rewriting with that result turns the two equations of motion in `tdhf_iff_tdexx` into the same proposition.

## Differentiating the residual

`exx_linearResponse` follows the derivation by hand. `hasDerivAt_pi` reduces the vector derivative to components, and `comp` writes out $G_r(\psi)$. The facts `hd`, `hh` and `hJ` differentiate the orbital, the one-body term and the Hartree sum; in `hJ` the product rule acts on $\psi_s^*\psi_s$, which is where $\delta_s^*$ enters. `total` assembles these derivatives, `hK` recognises the last term as $K\delta+P\delta^*$, and `linear_combination hK` closes the comparison.

For Hartree-Fock the file takes a shorter route than the product rule used above. In `hf_linearResponse`, `hG` shows that the two residuals are the same function, since the operators agree on whatever orbital they are evaluated at. `hA` is the algebraic compensation between operator and kernel, and the exact-exchange result then applies.

## Separating $A$ from $B$

`linearResponse_unique` uses the uniqueness of derivatives for two test changes, `Pi.single s 1` and `Pi.single s Complex.I`. The resulting equations `e1` and `e2` are the sum and difference equations for $D_{rs}$ and $E_{rs}$, and the two `linear_combination` steps solve them with $i^2=-1$.

`singlet_response_coincide` combines this uniqueness with the equality of the residuals. `real_orbital_response` adds `hP`, the identity $P=K$ for a real orbital. Finally, `hfOp_ne_exxOp` assumes that the matrices are equal and reads off the entry $(r,s)$, where the surviving exchange term contradicts the three nonvanishing factors.
